# A norm bound for a real matrix on real amplitude vectors holds with the same constant on complex ones

The theorem `complexify_bound` concerns a real square matrix B over a finite index set, acting on amplitude vectors that need not be normalised. If a real number b satisfies ‖Bv‖ ≤ b‖v‖ in the Euclidean norm for every real vector v, then the same inequality holds for every complex v. B need not be symmetric. Apart from the trivial case of an empty index set, the proof splits the squared norm of a complex vector into those of its real and imaginary parts, on which B acts separately. It then squares the real bound for each part and adds the two.

Lean 4 with Mathlib refuses this proof:

```lean
import Mathlib

open Matrix

namespace CasidaEigenvalueInclusion

noncomputable section

variable {n : Type*} [Fintype n] [DecidableEq n] {𝕜 : Type*} [RCLike 𝕜]

/-- The Euclidean norm of a real or complex amplitude vector. -/
def vecNorm (v : n → 𝕜) : ℝ := √(∑ i, ‖v i‖ ^ 2)

omit [DecidableEq n] in
/-- The squared norm is the sum of the squared moduli of the amplitudes. -/
lemma vecNorm_sq (v : n → 𝕜) : vecNorm v ^ 2 = ∑ i, ‖v i‖ ^ 2 :=
  Real.sq_sqrt (Finset.sum_nonneg fun _ _ => sq_nonneg _)

omit [DecidableEq n] in
/-- A nonzero amplitude vector has positive norm. -/
lemma vecNorm_pos {v : n → 𝕜} (hv : v ≠ 0) : 0 < vecNorm v := by
  obtain ⟨i, hi⟩ := Function.ne_iff.1 hv
  exact Real.sqrt_pos.2 (Finset.sum_pos' (fun _ _ => sq_nonneg _)
    ⟨i, Finset.mem_univ i, pow_pos (norm_pos_iff.2 hi) 2⟩)

omit [DecidableEq n] in
/-- If the index set is nonempty and `‖M v‖ ≤ b ‖v‖` for all `v`, then `b` is nonnegative. -/
lemma bound_nonneg [Nonempty n] {M : Matrix n n 𝕜} {b : ℝ}
    (h : ∀ v, vecNorm (M *ᵥ v) ≤ b * vecNorm v) : 0 ≤ b := by
  have h1 : (fun _ => 1 : n → 𝕜) ≠ 0 :=
    fun h0 => one_ne_zero (congrFun h0 (Classical.arbitrary n))
  exact (mul_nonneg_iff_of_pos_right (vecNorm_pos h1)).1 ((Real.sqrt_nonneg _).trans (h _))

omit [DecidableEq n] in
/-- A real matrix acts separately on the real and imaginary parts of a complex vector. -/
lemma re_im_mulVec (M : Matrix n n ℝ) (v : n → ℂ) (i : n) :
    ((M.map Complex.ofReal *ᵥ v) i).re = (M *ᵥ fun j => (v j).re) i ∧
    ((M.map Complex.ofReal *ᵥ v) i).im = (M *ᵥ fun j => (v j).im) i := by
  constructor <;> simp [Matrix.mulVec, dotProduct]

omit [DecidableEq n] in
/-- A norm bound for a real matrix on real vectors also holds on complex vectors. -/
theorem complexify_bound {B : Matrix n n ℝ} {b : ℝ}
    (hB : ∀ v : n → ℝ, vecNorm (B *ᵥ v) ≤ b * vecNorm v) (v : n → ℂ) :
    vecNorm (B.map Complex.ofReal *ᵥ v) ≤ b * vecNorm v := by
  rcases isEmpty_or_nonempty n with hn | hn
  · simp [vecNorm]
  have split : ∀ u : n → ℂ, vecNorm u ^ 2
      = vecNorm (fun i => (u i).re) ^ 2 + vecNorm (fun i => (u i).im) ^ 2 := by
    intro u
    rw [vecNorm_sq, vecNorm_sq, vecNorm_sq, ← Finset.sum_add_distrib]
    refine Finset.sum_congr rfl fun i _ => ?_
    rw [Complex.sq_norm, Complex.normSq_apply, Real.norm_eq_abs, Real.norm_eq_abs, sq_abs, sq_abs]
    ring
  refine le_of_sq_le_sq ?_ (mul_nonneg (bound_nonneg hB) (Real.sqrt_nonneg _))
  have h1 := pow_le_pow_left₀ (Real.sqrt_nonneg _) (hB fun i => (v i).re) 2
  have h2 := pow_le_pow_left₀ (Real.sqrt_nonneg _) (hB fun i => (v i).im) 2
  rw [mul_pow] at h1 h2
  rw [mul_pow, split v, split (B.map Complex.ofReal *ᵥ v),
    funext fun i => (re_im_mulVec B v i).1, funext fun i => (re_im_mulVec B v i).2]
  linarith

end

end CasidaEigenvalueInclusion
```

Lean reports:

```
Main.lean:61:2: error: linarith failed to find a contradiction
case inr
n : Type u_1
inst✝ : Fintype n
B : Matrix n n ℝ
b : ℝ
hB : ∀ (v : n → ℝ), vecNorm (B *ᵥ v) ≤ b * vecNorm v
v : n → ℂ
hn : Nonempty n
split : ∀ (u : n → ℂ), vecNorm u ^ 2 = (vecNorm fun i => (u i).re) ^ 2 + (vecNorm fun i => (u i).im) ^ 2
h1 : √(∑ i, ‖(B *ᵥ fun i => (v i).re) i‖ ^ 2) ^ 2 ≤ b ^ 2 * (vecNorm fun i => (v i).re) ^ 2
h2 : √(∑ i, ‖(B *ᵥ fun i => (v i).im) i‖ ^ 2) ^ 2 ≤ b ^ 2 * (vecNorm fun i => (v i).im) ^ 2
a✝ :
  b ^ 2 * ((vecNorm fun i => (v i).re) ^ 2 + (vecNorm fun i => (v i).im) ^ 2) <
    vecNorm (B *ᵥ fun j => (v j).re) ^ 2 + vecNorm (B *ᵥ fun j => (v j).im) ^ 2
⊢ False
failed
```

Cause. The one error says that `linarith` could not derive the final inequality from the hypotheses, although `h1` and `h2` are mathematically the two bounds whose sum gives it. The trouble is how their left-hand sides are written. `h1` and `h2` had no stated type, so Lean took their form from the proof terms, and `Real.sqrt_nonneg _` gave the left-hand sides as explicit square roots, `√(∑ i, …) ^ 2`. The goal has `vecNorm (…) ^ 2` instead. The two are equal by the definition of `vecNorm`, but `linarith` does not unfold that definition when it compares terms, so it treats them as unrelated quantities and the bounds say nothing about the goal.

The repair states the types of `h1` and `h2` explicitly, with `vecNorm` on the left. The proof terms are unchanged: Lean accepts them because it does unfold `vecNorm` when checking them against the stated types. The hypotheses now speak of the same quantities as the goal, and `linarith` can add them.

Lean accepts the file once it reads:

```diff
@@ -54,6 +54,8 @@
     ring
   refine le_of_sq_le_sq ?_ (mul_nonneg (bound_nonneg hB) (Real.sqrt_nonneg _))
-  have h1 := pow_le_pow_left₀ (Real.sqrt_nonneg _) (hB fun i => (v i).re) 2
-  have h2 := pow_le_pow_left₀ (Real.sqrt_nonneg _) (hB fun i => (v i).im) 2
+  have h1 : vecNorm (B *ᵥ fun i => (v i).re) ^ 2 ≤ (b * vecNorm fun i => (v i).re) ^ 2 :=
+    pow_le_pow_left₀ (Real.sqrt_nonneg _) (hB fun i => (v i).re) 2
+  have h2 : vecNorm (B *ᵥ fun i => (v i).im) ^ 2 ≤ (b * vecNorm fun i => (v i).im) ^ 2 :=
+    pow_le_pow_left₀ (Real.sqrt_nonneg _) (hB fun i => (v i).im) 2
   rw [mul_pow] at h1 h2
   rw [mul_pow, split v, split (B.map Complex.ofReal *ᵥ v),
```
